# The extreme points of the matrices 0 ≤ G ≤ 1 with trace N are the rank-N projections

## Electrons with fractional occupations

Put \(N\) electrons into \(n\) orthonormal spin orbitals. Their one-body density matrix \(G_{ij}=\langle a_j^\dagger a_i\rangle\) is Hermitian and has trace \(N\). Every normalised combination of these orbitals holds, on average, between zero and one electron, so \(0\le G\le 1\). A statistical mixture of two states has the corresponding mixture of their matrices, generally with fractional occupations. Which matrices satisfying these conditions are not mixtures of others?

They are the matrices of single Slater determinants. For non-interacting electrons in a finite basis, the energy is linear in \(G\), so relaxing the search from determinants to fractional occupations doesn't lower the minimum.

## The set and its extreme points

Let \(S(N)\) be the set of complex \(n\times n\) matrices with \(G\ge0\), \(1-G\ge0\) and \(\operatorname{tr}G=N\). In Lean this is `ensembleSet ι N`, where the finite type `ι` labels the orbitals and `PosSemidef` includes Hermiticity. An extreme point, in `extremePoints ℝ`, is a member that is not a mixture, with positive real weights, of two members different from it.

The theorem `extreme_iff_slater` says that \(G\) is extreme exactly when \(G=CC^\dagger\) for some \(n\times N\) matrix \(C\) with \(C^\dagger C=1\). The columns of \(C\) are the occupied orbitals, and `slaterDensity C` is \(CC^\dagger\). The theorem `extremePoints_ensembleSet` describes the same matrices as the Hermitian idempotents of rank \(N\). If \(N>n\), there are none.

Both statements concern matrices only: Fock space does not appear, and that every member of \(S(N)\) comes from an \(N\)-electron ensemble is a separate theorem.

## Extreme points have no fractional occupations

The set is convex: for weights \(a,b\ge0\) with \(a+b=1\), the mixture \(aA+bB\) is positive semidefinite with trace \(N\), and
\[
1-(aA+bB)=a(1-A)+b(1-B)\ge0 .
\]

Diagonalise \(G=U\,\mathrm{diag}(d)\,U^\dagger\) with \(U\) unitary. Since \(1-G=U\,\mathrm{diag}(1-d)\,U^\dagger\), membership in \(S(N)\) means \(0\le d_i\le1\) and \(\sum_i d_i=N\).

Let \(G\) be extreme and suppose \(0<d_i<1\). If every other occupation were 0 or 1, the others would sum to an integer \(m\), giving \(m<N<m+1\), which is impossible. So some \(j\ne i\) also has \(0<d_j<1\). Set \(\varepsilon=\min(d_i,1-d_i,d_j,1-d_j)>0\) and let \(G_\pm\) have the same orbitals, with occupations \(d_i\pm\varepsilon\), \(d_j\mp\varepsilon\) and the rest unchanged. Both lie in \(S(N)\), both differ from \(G\), and \(G=\tfrac12(G_++G_-)\), a contradiction.

All occupations are therefore 0 or 1. Collect the columns \(u_i\) of \(U\) with \(d_i=1\) into \(C\). Then \(C^\dagger C=1\) and \(G=\sum_{d_i=1}u_iu_i^\dagger=CC^\dagger\). The trace counts the columns, so there are \(N\).

## Determinants are extreme

Let \(P=CC^\dagger\) with \(C^\dagger C=1\). Then \(P^\dagger=P\), \(P^2=C(C^\dagger C)C^\dagger=P\) and \(\operatorname{tr}P=\operatorname{tr}C^\dagger C=N\). Also \(P\ge0\) and \(1-P=(1-P)^\dagger(1-P)\ge0\), so \(P\in S(N)\).

Suppose \(P=aA+bB\) with \(A,B\in S(N)\), \(a,b>0\) and \(a+b=1\). If \(Pv=0\), then
\[
0=a\,v^\dagger Av+b\,v^\dagger Bv .
\]
Both terms are non-negative, so \(v^\dagger Av=0\), and \(A\ge0\) gives \(Av=0\). Applied to the columns of \(1-P\), this yields \(A(1-P)=0\), or \(A=AP\). The same argument for \(1-P=a(1-A)+b(1-B)\) and the columns of \(P\) yields \((1-A)P=0\), or \(P=AP\). Hence \(A=P\), and likewise \(B=P\).

## Projections of rank N

The rank of \(CC^\dagger\) equals that of \(C^\dagger C=1\), which is \(N\). Conversely, a Hermitian idempotent has eigenvalues with \(d_i^2=d_i\), so each is 0 or 1. Selecting columns as before gives \(CC^\dagger\), and the rank now counts them.

## The Lean file

```lean
import Mathlib

open Matrix
open scoped ComplexOrder

namespace OneBodyRepresentability

noncomputable section

variable {ι : Type*} [Fintype ι] [DecidableEq ι]

/-- The one-body matrices `G` with `0 ≤ G ≤ 1` and trace `N`. -/
def ensembleSet (ι : Type*) [Fintype ι] [DecidableEq ι] (N : ℕ) : Set (Matrix ι ι ℂ) :=
  {G | G.PosSemidef ∧ (1 - G).PosSemidef ∧ G.trace = (N : ℂ)}

/-- The matrix `C C†`. If the columns of `C` are orthonormal, it is the one-body density matrix of
the determinant in which they are the occupied orbitals. -/
def slaterDensity {N : ℕ} (C : Matrix ι (Fin N) ℂ) : Matrix ι ι ℂ := C * Cᴴ

/-- The matrix `U diag(d) U†`. If `U` is unitary, its columns are eigenvectors (natural orbitals) of
this matrix, with eigenvalues (occupations) `d`. -/
def ofOccupations (U : Matrix ι ι ℂ) (d : ι → ℝ) : Matrix ι ι ℂ :=
  U * diagonal (fun i => (d i : ℂ)) * Uᴴ

omit [Fintype ι] in
private lemma one_sub_mix {A B : Matrix ι ι ℂ} {a b : ℝ} (hab : a + b = 1) :
    a • (1 - A) + b • (1 - B) = 1 - (a • A + b • B) := by
  have h : a • (1 - A) + b • (1 - B) = (a + b) • (1 : Matrix ι ι ℂ) - (a • A + b • B) := by
    module
  rw [h, hab, one_smul]

/-- Mixing two members of the ensemble set gives a member again. -/
theorem convex_ensembleSet (N : ℕ) : Convex ℝ (ensembleSet ι N) := by
  intro A hA B hB a b ha hb hab
  refine ⟨(hA.1.smul ha).add (hB.1.smul hb), ?_, ?_⟩
  · rw [← one_sub_mix hab]
    exact (hA.2.1.smul ha).add (hB.2.1.smul hb)
  · rw [trace_add, trace_smul, trace_smul, hA.2.2, hB.2.2, ← add_smul, hab, one_smul]

private lemma conj_ofOccupations {U : Matrix ι ι ℂ} (hU : Uᴴ * U = 1) (d : ι → ℝ) :
    Uᴴ * ofOccupations U d * U = diagonal (fun i => (d i : ℂ)) := by
  have h : Uᴴ * ofOccupations U d * U
      = (Uᴴ * U) * diagonal (fun i => (d i : ℂ)) * (Uᴴ * U) := by
    simp only [ofOccupations, Matrix.mul_assoc]
  rw [h, hU, Matrix.one_mul, Matrix.mul_one]

private lemma posSemidef_ofOccupations {U : Matrix ι ι ℂ} (hU : Uᴴ * U = 1) (d : ι → ℝ) :
    (ofOccupations U d).PosSemidef ↔ ∀ i, 0 ≤ d i := by
  constructor
  · intro h i
    have h2 := h.conjTranspose_mul_mul_same U
    rw [conj_ofOccupations hU, posSemidef_diagonal_iff] at h2
    exact Complex.zero_le_real.1 (h2 i)
  · intro h
    exact (posSemidef_diagonal_iff.2 fun i =>
      Complex.zero_le_real.2 (h i)).mul_mul_conjTranspose_same U

/-- A matrix with orthonormal natural orbitals lies in the ensemble set exactly when its
occupations lie between 0 and 1 and add up to `N`. -/
theorem ofOccupations_mem_iff {U : Matrix ι ι ℂ} (hU : Uᴴ * U = 1) (d : ι → ℝ) (N : ℕ) :
    ofOccupations U d ∈ ensembleSet ι N ↔
      (∀ i, 0 ≤ d i) ∧ (∀ i, d i ≤ 1) ∧ ∑ i, d i = N := by
  have hU' : U * Uᴴ = 1 := mul_eq_one_comm.1 hU
  have hD : diagonal (fun i => ((1 - d i : ℝ) : ℂ)) = 1 - diagonal (fun i => (d i : ℂ)) := by
    ext i j
    by_cases h : i = j <;> simp [h]
  have hhole : 1 - ofOccupations U d = ofOccupations U (fun i => 1 - d i) := by
    unfold ofOccupations
    rw [hD, Matrix.mul_sub, Matrix.sub_mul, Matrix.mul_one, hU']
  have htr : (ofOccupations U d).trace = ∑ i, (d i : ℂ) := by
    unfold ofOccupations
    rw [trace_mul_comm, ← Matrix.mul_assoc, hU, Matrix.one_mul, trace_diagonal]
  have hsum : (∑ i, (d i : ℂ) = (N : ℂ)) ↔ ∑ i, d i = (N : ℝ) := by
    constructor <;> intro h <;> exact_mod_cast h
  change _ ∧ _ ∧ _ ↔ _
  rw [hhole, posSemidef_ofOccupations hU, posSemidef_ofOccupations hU, htr, hsum]
  simp only [sub_nonneg]

/-- If occupations between 0 and 1 add up to an integer and one of them is fractional, then
a second one is fractional too. -/
theorem exists_second_fractional {d : ι → ℝ} {N : ℕ} (h0 : ∀ i, 0 ≤ d i)
    (h1 : ∀ i, d i ≤ 1) (hN : ∑ i, d i = N) {i : ι} (hi0 : 0 < d i) (hi1 : d i < 1) :
    ∃ j, j ≠ i ∧ 0 < d j ∧ d j < 1 := by
  by_contra hc
  have h01 : ∀ j, j ≠ i → d j = 0 ∨ d j = 1 := by
    intro j hj
    by_contra h
    rw [not_or] at h
    exact hc ⟨j, hj, lt_of_le_of_ne (h0 j) (Ne.symm h.1), lt_of_le_of_ne (h1 j) h.2⟩
  -- the other levels carry a whole number of electrons
  obtain ⟨m, hm⟩ : ∃ m : ℕ, ∑ j ∈ Finset.univ.erase i, d j = m := by
    refine ⟨((Finset.univ.erase i).filter (fun j => d j = 1)).card, ?_⟩
    rw [Finset.card_filter, Nat.cast_sum]
    refine Finset.sum_congr rfl fun j hj => ?_
    rcases h01 j (Finset.ne_of_mem_erase hj) with h | h <;> simp [h]
  have hs := Finset.add_sum_erase Finset.univ d (Finset.mem_univ i)
  rw [hm, hN] at hs
  have l1 : (m : ℝ) < N := by linarith
  have l2 : (N : ℝ) < m + 1 := by linarith
  have l1' : m < N := by exact_mod_cast l1
  have l2' : N < m + 1 := by exact_mod_cast l2
  omega

/-- At an extreme point of the ensemble set every natural occupation is 0 or 1. -/
theorem occupation_of_extreme {U : Matrix ι ι ℂ} (hU : Uᴴ * U = 1) {d : ι → ℝ} {N : ℕ}
    (hG : ofOccupations U d ∈ (ensembleSet ι N).extremePoints ℝ) (i : ι) :
    d i = 0 ∨ d i = 1 := by
  obtain ⟨h0, h1, hN⟩ := (ofOccupations_mem_iff hU d N).1 hG.1
  by_contra h
  rw [not_or] at h
  have hi0 := lt_of_le_of_ne (h0 i) (Ne.symm h.1)
  have hi1 := lt_of_le_of_ne (h1 i) h.2
  obtain ⟨j, hji, hj0, hj1⟩ := exists_second_fractional h0 h1 hN hi0 hi1
  obtain ⟨ε, hε, e1, e2, e3, e4⟩ : ∃ ε : ℝ, 0 < ε ∧ ε ≤ d i ∧ ε ≤ 1 - d i ∧ ε ≤ d j ∧
      ε ≤ 1 - d j :=
    ⟨min (min (d i) (1 - d i)) (min (d j) (1 - d j)),
      lt_min (lt_min hi0 (by linarith)) (lt_min hj0 (by linarith)),
      (min_le_left _ _).trans (min_le_left _ _), (min_le_left _ _).trans (min_le_right _ _),
      (min_le_right _ _).trans (min_le_left _ _), (min_le_right _ _).trans (min_le_right _ _)⟩
  -- move the charge `c = ±ε` from level `j` to level `i`
  let s : ℝ → ι → ℝ := fun c k => d k + ((if k = i then c else 0) - (if k = j then c else 0))
  have hmem : ∀ c : ℝ, -ε ≤ c → c ≤ ε → ofOccupations U (s c) ∈ ensembleSet ι N := by
    intro c hc1 hc2
    have hb : ∀ k, 0 ≤ s c k ∧ s c k ≤ 1 := by
      intro k
      by_cases hki : k = i
      · subst hki
        simp only [s, if_true, if_neg (Ne.symm hji)]
        constructor <;> linarith
      · by_cases hkj : k = j
        · subst hkj
          simp only [s, if_true, if_neg hki]
          constructor <;> linarith
        · simp only [s, if_neg hki, if_neg hkj]
          constructor <;> linarith [h0 k, h1 k]
    refine (ofOccupations_mem_iff hU _ N).2 ⟨fun k => (hb k).1, fun k => (hb k).2, ?_⟩
    simp [s, Finset.sum_add_distrib, Finset.sum_sub_distrib, hN]
  have hD : diagonal (fun k => (d k : ℂ)) = (1 / 2 : ℝ) • diagonal (fun k => (s ε k : ℂ))
      + (1 / 2 : ℝ) • diagonal (fun k => (s (-ε) k : ℂ)) := by
    have hk : ∀ k, d k = 1 / 2 * s ε k + 1 / 2 * s (-ε) k := by
      intro k
      simp only [s]
      split_ifs <;> ring
    ext a b
    by_cases hab : a = b
    · subst hab
      simp only [Matrix.add_apply, Matrix.smul_apply, diagonal_apply_eq, Complex.real_smul]
      exact_mod_cast hk a
    · simp [hab]
  have hseg : ofOccupations U d ∈
      openSegment ℝ (ofOccupations U (s ε)) (ofOccupations U (s (-ε))) := by
    refine ⟨1 / 2, 1 / 2, by norm_num, by norm_num, by norm_num, ?_⟩
    unfold ofOccupations
    rw [hD]
    simp only [Matrix.mul_add, Matrix.add_mul, Matrix.mul_smul, Matrix.smul_mul]
  have heq := hG.2 (hmem ε (by linarith) le_rfl) (hmem (-ε) le_rfl (by linarith)) hseg
  have hd := congrArg (fun M => Uᴴ * M * U) heq
  simp only [conj_ofOccupations hU] at hd
  have hii := congrFun (congrFun hd i) i
  rw [diagonal_apply_eq, diagonal_apply_eq] at hii
  have hr : s ε i = d i := Complex.ofReal_injective hii
  simp only [s, if_true, if_neg (Ne.symm hji)] at hr
  linarith

private lemma exists_natural {G : Matrix ι ι ℂ} (hG : G.IsHermitian) :
    ∃ (U : Matrix ι ι ℂ) (d : ι → ℝ), Uᴴ * U = 1 ∧ G = ofOccupations U d := by
  refine ⟨hG.eigenvectorUnitary, hG.eigenvalues,
    Unitary.coe_star_mul_self hG.eigenvectorUnitary, ?_⟩
  have h := hG.spectral_theorem
  rw [Unitary.conjStarAlgAut_apply] at h
  exact h

private lemma exists_occupied {U : Matrix ι ι ℂ} (hU : Uᴴ * U = 1) {d : ι → ℝ}
    (hd : ∀ i, d i = 0 ∨ d i = 1) :
    ∃ (k : ℕ) (C : Matrix ι (Fin k) ℂ), Cᴴ * C = 1 ∧ ofOccupations U d = slaterDensity C := by
  obtain ⟨s, hs⟩ : ∃ s : Finset ι, s = Finset.univ.filter (fun i => d i = 1) := ⟨_, rfl⟩
  let e : Fin s.card ≃ s := s.equivFin.symm
  -- keep only the occupied columns of `U`
  refine ⟨s.card, Matrix.of fun a k => U a (e k), ?_, ?_⟩
  · ext k l
    have h := congrFun (congrFun hU (e k : ι)) (e l : ι)
    have h2 : ((e k : ι) = (e l : ι)) ↔ k = l := by
      rw [Subtype.coe_inj, e.apply_eq_iff_eq]
    rw [Matrix.one_apply] at h ⊢
    simp only [h2] at h
    exact h
  · ext a b
    have r : ∑ k, U a (e k) * star (U b (e k))
        = ∑ i, if d i = 1 then U a i * star (U b i) else 0 := by
      rw [Equiv.sum_comp e (fun i : s => U a i * star (U b i)),
        Finset.sum_coe_sort s (fun i => U a i * star (U b i)), hs, Finset.sum_filter]
    change _ = ∑ k, U a (e k) * star (U b (e k))
    rw [r, ofOccupations, Matrix.mul_apply]
    refine Finset.sum_congr rfl fun i _ => ?_
    rw [Matrix.mul_diagonal, conjTranspose_apply]
    rcases hd i with h | h <;> simp [h]

omit [DecidableEq ι] in
private lemma absorb {X Y M : Matrix ι ι ℂ} (hX : X.PosSemidef) (hY : Y.PosSemidef)
    {a b : ℝ} (ha : 0 < a) (hb : 0 < b) (h : (a • X + b • Y) * M = 0) : X * M = 0 := by
  ext i j
  let v : ι → ℂ := fun k => M k j
  have hv : (a • X + b • Y) *ᵥ v = 0 := by
    funext k
    exact congrFun (congrFun h k) j
  have e : (a : ℂ) * (star v ⬝ᵥ (X *ᵥ v)) + (b : ℂ) * (star v ⬝ᵥ (Y *ᵥ v)) = 0 := by
    have h2 := congrArg (fun w => star v ⬝ᵥ w) hv
    simpa only [Matrix.add_mulVec, Matrix.smul_mulVec, dotProduct_add, dotProduct_smul,
      Complex.real_smul, dotProduct_zero] using h2
  have hx := Complex.nonneg_iff.1 (hX.dotProduct_mulVec_nonneg v)
  have hy := Complex.nonneg_iff.1 (hY.dotProduct_mulVec_nonneg v)
  have hre := congrArg Complex.re e
  rw [Complex.add_re, Complex.re_ofReal_mul, Complex.re_ofReal_mul, Complex.zero_re] at hre
  have hx0 : (star v ⬝ᵥ (X *ᵥ v)).re ≤ 0 :=
    le_of_not_gt fun hc => by linarith [mul_pos ha hc, mul_nonneg hb.le hy.1]
  have hz : star v ⬝ᵥ (X *ᵥ v) = 0 := Complex.ext (le_antisymm hx0 hx.1) hx.2.symm
  exact congrFun ((hX.dotProduct_mulVec_zero_iff v).1 hz) i

omit [DecidableEq ι] in
private lemma slater_idem {N : ℕ} {C : Matrix ι (Fin N) ℂ} (hC : Cᴴ * C = 1) :
    slaterDensity C * slaterDensity C = slaterDensity C := by
  unfold slaterDensity
  rw [Matrix.mul_assoc, ← Matrix.mul_assoc Cᴴ, hC, Matrix.one_mul]

omit [Fintype ι] [DecidableEq ι] in
private lemma slater_herm {N : ℕ} (C : Matrix ι (Fin N) ℂ) :
    (slaterDensity C)ᴴ = slaterDensity C := by
  simp [slaterDensity, conjTranspose_mul]

omit [DecidableEq ι] in
private lemma slater_trace {N : ℕ} {C : Matrix ι (Fin N) ℂ} (hC : Cᴴ * C = 1) :
    (slaterDensity C).trace = (N : ℂ) := by
  rw [slaterDensity, trace_mul_comm, hC, trace_one, Fintype.card_fin]

private lemma slater_rank {N : ℕ} {C : Matrix ι (Fin N) ℂ} (hC : Cᴴ * C = 1) :
    (slaterDensity C).rank = N := by
  rw [slaterDensity, rank_self_mul_conjTranspose, ← rank_conjTranspose_mul_self, hC, rank_one,
    Fintype.card_fin]

/-- The density matrix of `N` orthonormal occupied orbitals is an extreme point of the
ensemble set. -/
theorem slaterDensity_extreme {N : ℕ} {C : Matrix ι (Fin N) ℂ} (hC : Cᴴ * C = 1) :
    slaterDensity C ∈ (ensembleSet ι N).extremePoints ℝ := by
  have hP := slater_idem hC
  have hQ : (1 - slaterDensity C)ᴴ * (1 - slaterDensity C) = 1 - slaterDensity C := by
    rw [conjTranspose_sub, conjTranspose_one, slater_herm]
    simp [sub_mul, mul_sub, hP]
  refine ⟨⟨posSemidef_self_mul_conjTranspose C, ?_, slater_trace hC⟩, ?_⟩
  · rw [← hQ]
    exact posSemidef_conjTranspose_mul_self _
  · rintro A hA B hB ⟨a, b, ha, hb, hab, hmix⟩
    -- `A` vanishes on the empty orbitals and is the identity on the occupied ones
    have h1 : A * (1 - slaterDensity C) = 0 :=
      absorb hA.1 hB.1 ha hb (by rw [hmix, mul_sub, mul_one, hP, sub_self])
    have h2 : (1 - A) * slaterDensity C = 0 :=
      absorb hA.2.1 hB.2.1 ha hb
        (by rw [one_sub_mix hab, hmix, sub_mul, one_mul, hP, sub_self])
    rw [mul_sub, mul_one, sub_eq_zero] at h1
    rw [sub_mul, one_mul, sub_eq_zero] at h2
    exact h1.trans h2.symm

/-- The extreme points of the ensemble set are exactly the one-body density matrices of
single Slater determinants of `N` orthonormal orbitals. -/
theorem extreme_iff_slater (N : ℕ) (G : Matrix ι ι ℂ) :
    G ∈ (ensembleSet ι N).extremePoints ℝ ↔
      ∃ C : Matrix ι (Fin N) ℂ, Cᴴ * C = 1 ∧ G = slaterDensity C := by
  constructor
  · intro hG
    obtain ⟨U, d, hU, rfl⟩ := exists_natural hG.1.1.isHermitian
    obtain ⟨k, C, hC, h⟩ := exists_occupied hU (occupation_of_extreme hU hG)
    have ht := hG.1.2.2
    rw [h, slater_trace hC] at ht
    have hk : k = N := by exact_mod_cast ht
    subst hk
    exact ⟨C, hC, h⟩
  · rintro ⟨C, hC, rfl⟩
    exact slaterDensity_extreme hC

/-- The extreme points of the set of matrices `0 ≤ G ≤ 1` with trace `N` are exactly the
orthogonal projections of rank `N`. -/
theorem extremePoints_ensembleSet (N : ℕ) :
    (ensembleSet ι N).extremePoints ℝ =
      {G : Matrix ι ι ℂ | G.IsHermitian ∧ G * G = G ∧ G.rank = N} := by
  ext G
  rw [extreme_iff_slater]
  constructor
  · rintro ⟨C, hC, rfl⟩
    exact ⟨slater_herm C, slater_idem hC, slater_rank hC⟩
  · rintro ⟨hH, hI, hR⟩
    obtain ⟨U, d, hU, rfl⟩ := exists_natural hH
    have hU' : U * Uᴴ = 1 := mul_eq_one_comm.1 hU
    -- idempotency of the matrix makes each occupation idempotent
    have hD : diagonal (fun i => (d i : ℂ)) * diagonal (fun i => (d i : ℂ))
        = diagonal (fun i => (d i : ℂ)) := by
      rw [← conj_ofOccupations hU d]
      calc Uᴴ * ofOccupations U d * U * (Uᴴ * ofOccupations U d * U)
          = Uᴴ * ofOccupations U d * (U * Uᴴ) * ofOccupations U d * U := by
            simp only [Matrix.mul_assoc]
        _ = Uᴴ * (ofOccupations U d * ofOccupations U d) * U := by
            rw [hU', Matrix.mul_one, Matrix.mul_assoc Uᴴ]
        _ = Uᴴ * ofOccupations U d * U := by rw [hI]
    have hd : ∀ i, d i = 0 ∨ d i = 1 := by
      intro i
      have h := congrFun (congrFun hD i) i
      rw [diagonal_mul_diagonal, diagonal_apply_eq, diagonal_apply_eq] at h
      have hr : d i * d i = d i := by exact_mod_cast h
      have hz : d i * (d i - 1) = 0 := by linarith
      rcases mul_eq_zero.1 hz with h | h
      · exact Or.inl h
      · exact Or.inr (by linarith)
    obtain ⟨k, C, hC, h⟩ := exists_occupied hU hd
    rw [h, slater_rank hC] at hR
    subst hR
    exact ⟨C, hC, h⟩

end

end OneBodyRepresentability
```

```lean
#print axioms OneBodyRepresentability.convex_ensembleSet
#print axioms OneBodyRepresentability.extremePoints_ensembleSet
```

```
'OneBodyRepresentability.convex_ensembleSet' depends on axioms: [propext, Classical.choice, Quot.sound]
'OneBodyRepresentability.extremePoints_ensembleSet' depends on axioms: [propext, Classical.choice, Quot.sound]
```

## How the Lean proof follows the argument

**Convexity and occupations.** `convex_ensembleSet` uses the identity `one_sub_mix`. `exists_natural` supplies \(U\) and \(d\) from the spectral theorem. `conj_ofOccupations` recovers the diagonal matrix, from which `posSemidef_ofOccupations` reads off the signs; `ofOccupations_mem_iff` then translates membership into conditions on \(d\).

**Moving charge.** `exists_second_fractional` counts the filled levels to obtain \(m\), and `omega` closes the integer contradiction. In `occupation_of_extreme`, `s c` moves charge `c` from level `j` to level `i`; `hmem` checks membership and `hseg` is the midpoint formula. Extremality equates the shifted matrix with \(G\), and comparing entry `i` forces \(\varepsilon=0\). `exists_occupied` selects the filled columns.

**The converse.** `absorb` is the positivity argument, applied column by column. `slaterDensity_extreme` uses it twice, as `h1` and `h2`. The lemmas `slater_idem`, `slater_herm`, `slater_trace` and `slater_rank` supply the properties of \(CC^\dagger\). The two final theorems combine these results, fixing the number of columns by the trace in the first and by the rank in the second.
